# Free spinless electrons in one dimension at fixed density: the ground-state energy per electron is below the bulk value by order 1/N² on a ring with odd N, and above it by order 1/N between hard walls

Put one electron in a cell of length L, so that the density is n = 1/L. In atomic units a wave number k costs kinetic energy k²/2. On a periodic ring the lowest state has k = 0 and energy 0. Between hard walls it is half a wave, with k = π/L = πn and energy π²n²/2. The bulk value, which is the average of k²/2 over −πn ≤ k ≤ πn, is

π²n²/6.

The ring samples this interval at its midpoint and gives too little. The walls sample the half 0 ≤ k ≤ πn at its upper end and give three times the bulk value. With more electrons the intervals become finer. A ring with odd N still samples their midpoints and the walls their upper ends, and the error of the midpoint rule shrinks faster than that of the endpoint rule.

## Energy per electron at fixed density

For N electrons with nL = N, the ground-state energy per electron is π²n²/6 times

ring, N odd: 1 − 1/N²
ring, N even: 1 + 2/N²
hard walls: 1 + 3/(2N) + 1/(2N²).

The periodic cell therefore errs low only for odd N. At N = 1 the first and third factors are 0 and 3, as above.

## Checking orbital filling and extrapolating in N

A code for one-dimensional electrons can test its occupations and boundary conditions against these factors, once its grid or basis is converged. The test run needs all electrons in the same spin state and at zero temperature, with no interaction and no potential inside the cell, and on the ring only the Bloch wave number zero (the Γ point). In the same model, ring data should be extrapolated in 1/N² with odd and even N kept apart, while hard-wall data need a term in 1/N. At N = 101 the ring is about 0.01% low and the hard-wall cell about 1.5% high.

## From boundary conditions to sums of squares

Applying −½ d²/dx² to exp(ikx) or sin(kx) multiplies it by k²/2. Periodicity of exp(ikx) requires exp(ikL) = 1, so k = 2πm/L with m an integer. Between walls, the condition at x = 0 leaves sin(kx). Here k > 0 is enough, since k = 0 gives the zero function and −k the same state as k. The condition at x = L then gives k = π(j+1)/L with j = 0, 1, 2, ...

Let F be a set of N levels at or below an energy c, with all other levels at or above c. Compare F with any other set s of N levels. After the common levels are removed, both sets have the same number r of levels left. Those from F sum to at most rc and those from s to at least rc, so F has the lowest total.

For odd N = 2M+1 the ring fills m = −M, ..., M. The sum of squares is

∑ m² = M(M+1)(2M+1)/3.

It is 0 at M = 0, and adding 2(M+1)² gives (M+1)(M+2)(2M+3)/3, the same formula at M+1. Each level costs 2π²m²/L², and M(M+1) = (N²−1)/4, so

E/N = 2π²M(M+1)/(3L²) = π²(N²−1)/(6L²) = (π²n²/6)(1 − 1/N²).

For even N = 2M+2 one more electron enters at m = M+1. The sum of squares becomes N(N²+2)/12, and

E/N = π²(N²+2)/(6L²) = (π²n²/6)(1 + 2/N²).

Between walls the squares 1², ..., N² sum to half the symmetric sum with M = N, and each is multiplied by π²/(2L²):

E/N = π²(N+1)(2N+1)/(12L²) = (π²n²/6)(1 + 3/(2N) + 1/(2N²)).

## The Lean file

```lean
import Mathlib

open Filter Topology
open scoped Real

namespace FreeElectronsRingAndBox

noncomputable section

/-- Wave number `2πm/L` on a ring of circumference `L ≠ 0`. -/
def ringK (L : ℝ) (m : ℤ) : ℝ := 2 * π * m / L

/-- Wave number `π(j+1)/L` of the standing wave with `j` interior nodes between hard walls
a distance `L ≠ 0` apart. -/
def boxK (L : ℝ) (j : ℕ) : ℝ := π * (j + 1) / L

/-- One-electron energy `k²/2` on the ring, in atomic units, for `L ≠ 0`. -/
def ringLevel (L : ℝ) (m : ℤ) : ℝ := ringK L m ^ 2 / 2

/-- One-electron energy `k²/2` between hard walls, in atomic units, for `L ≠ 0`. -/
def boxLevel (L : ℝ) (j : ℕ) : ℝ := boxK L j ^ 2 / 2

/-- `e` is the least energy per electron when `N > 0` spinless electrons occupy `N` distinct
levels of the spectrum `ε`. -/
def IsGroundEnergyPerElectron {ι : Type*} (ε : ι → ℝ) (N : ℕ) (e : ℝ) : Prop :=
  IsLeast {e' | ∃ s : Finset ι, s.card = N ∧ e' = (∑ i ∈ s, ε i) / N} e

/-- The energy per electron `π²n²/6` at density `n`. -/
def bulkEnergy (n : ℝ) : ℝ := π ^ 2 * n ^ 2 / 6

/-- The kinetic energy operator `-½ d²/dx²` multiplies the plane wave `exp(ikx)` and the sine
`sin(kx)` by `k²/2`. -/
theorem kinetic_energy_of_waves (k x : ℝ) :
    -(1 / 2) * deriv (deriv fun y : ℝ => Complex.exp (Complex.I * k * y)) x
        = (k : ℂ) ^ 2 / 2 * Complex.exp (Complex.I * k * x) ∧
      -(1 / 2) * deriv (deriv fun y : ℝ => Real.sin (k * y)) x
        = k ^ 2 / 2 * Real.sin (k * x) := by
  constructor
  · have h : ∀ y : ℝ, HasDerivAt (fun y : ℝ => Complex.exp (Complex.I * k * y))
        (Complex.I * k * Complex.exp (Complex.I * k * y)) y := by
      intro y
      have h0 : HasDerivAt (fun y : ℝ => Complex.I * k * (y : ℂ)) (Complex.I * k) y := by
        simpa using (hasDerivAt_id' y).ofReal_comp.const_mul (Complex.I * (k : ℂ))
      exact h0.cexp.congr_deriv (by ring)
    rw [funext fun y => (h y).deriv, ((h x).const_mul (Complex.I * (k : ℂ))).deriv]
    linear_combination
      (-(1 / 2) * (k : ℂ) ^ 2 * Complex.exp (Complex.I * k * x)) * Complex.I_sq
  · have h0 : ∀ y : ℝ, HasDerivAt (fun y : ℝ => k * y) k y := fun y => by
      simpa using (hasDerivAt_id' y).const_mul k
    have h : ∀ y : ℝ, HasDerivAt (fun y : ℝ => Real.sin (k * y)) (k * Real.cos (k * y)) y :=
      fun y => (h0 y).sin.congr_deriv (by ring)
    rw [funext fun y => (h y).deriv, ((h0 x).cos.const_mul k).deriv]
    ring

/-- On a ring of circumference `L ≠ 0` the plane wave `exp(ikx)` is periodic exactly when `k` is
one of the wave numbers `2πm/L`. -/
theorem ring_quantization {L : ℝ} (hL : L ≠ 0) (k : ℝ) :
    (∀ x : ℝ, Complex.exp (Complex.I * k * ((x + L : ℝ) : ℂ)) = Complex.exp (Complex.I * k * x))
      ↔ ∃ m : ℤ, k = ringK L m := by
  constructor
  · intro h
    have h0 : Complex.exp (Complex.I * k * L) = 1 := by simpa using h 0
    obtain ⟨m, hm⟩ := Complex.exp_eq_one_iff.mp h0
    have h1 : (k : ℂ) * L = m * (2 * π) :=
      mul_left_cancel₀ Complex.I_ne_zero (by linear_combination hm)
    have h2 : k * L = m * (2 * π) := by exact_mod_cast h1
    refine ⟨m, ?_⟩
    rw [ringK, eq_div_iff hL]
    linarith
  · rintro ⟨m, rfl⟩ x
    have h1 : ringK L m * L = 2 * π * m := div_mul_cancel₀ _ hL
    have h2 : (ringK L m : ℂ) * L = 2 * π * m := by exact_mod_cast h1
    refine Complex.exp_eq_exp_iff_exists_int.mpr ⟨m, ?_⟩
    push_cast
    linear_combination Complex.I * h2

/-- For `k > 0` and `L > 0` the standing wave `sin(kx)` vanishes at the wall `x = L` exactly when
`k` is one of the wave numbers `π(j+1)/L`. -/
theorem box_quantization {L k : ℝ} (hL : 0 < L) (hk : 0 < k) :
    Real.sin (k * L) = 0 ↔ ∃ j : ℕ, k = boxK L j := by
  rw [Real.sin_eq_zero_iff]
  constructor
  · rintro ⟨m, hm⟩
    have hpos : (0 : ℝ) < m := by
      by_contra h
      nlinarith [Real.pi_pos, mul_pos hk hL, not_lt.mp h]
    have hm0 : 0 < m := by exact_mod_cast hpos
    have h1 : ((m - 1).toNat : ℤ) = m - 1 := Int.toNat_of_nonneg (by omega)
    have h2 : ((m - 1).toNat : ℝ) = m - 1 := by exact_mod_cast h1
    refine ⟨(m - 1).toNat, ?_⟩
    rw [boxK, eq_div_iff hL.ne', h2]
    linarith
  · rintro ⟨j, rfl⟩
    have h1 : boxK L j * L = π * (j + 1) := div_mul_cancel₀ _ hL.ne'
    refine ⟨(j : ℤ) + 1, ?_⟩
    rw [h1]
    push_cast
    ring

/-- Aufbau principle: if the `N > 0` levels in `F` lie at or below `c` and all other levels at or
above `c`, then filling `F` gives the ground-state energy per electron. -/
theorem aufbau {ι : Type*} (ε : ι → ℝ) (F : Finset ι) (c : ℝ) {N : ℕ} (hN : F.card = N)
    (hF : ∀ i ∈ F, ε i ≤ c) (hc : ∀ i, i ∉ F → c ≤ ε i) :
    IsGroundEnergyPerElectron ε N ((∑ i ∈ F, ε i) / N) := by
  classical
  refine ⟨⟨F, hN, rfl⟩, ?_⟩
  rintro _ ⟨s, hs, rfl⟩
  -- the levels common to both occupations cancel
  have a1 := Finset.sum_sdiff (f := ε) (Finset.inter_subset_left : F ∩ s ⊆ F)
  have a2 := Finset.sum_sdiff (f := ε) (Finset.inter_subset_right : F ∩ s ⊆ s)
  have c1 := Finset.card_sdiff_add_card_eq_card (Finset.inter_subset_left : F ∩ s ⊆ F)
  have c2 := Finset.card_sdiff_add_card_eq_card (Finset.inter_subset_right : F ∩ s ⊆ s)
  have hcard : (F \ (F ∩ s)).card = (s \ (F ∩ s)).card := by omega
  have b1 := Finset.sum_le_card_nsmul (F \ (F ∩ s)) ε c
    (fun i hi => hF i (Finset.mem_sdiff.mp hi).1)
  have b2 := Finset.card_nsmul_le_sum (s \ (F ∩ s)) ε c (fun i hi => hc i (fun h =>
    (Finset.mem_sdiff.mp hi).2 (Finset.mem_inter.mpr ⟨h, (Finset.mem_sdiff.mp hi).1⟩)))
  rw [hcard] at b1
  have hsum : ∑ i ∈ F, ε i ≤ ∑ i ∈ s, ε i := by linarith
  exact div_le_div_of_nonneg_right hsum (Nat.cast_nonneg N)

/-- On the ring, a level with the larger squared quantum number is at least as high. -/
theorem ringLevel_mono (L : ℝ) {a b : ℤ} (h : a ^ 2 ≤ b ^ 2) :
    ringLevel L a ≤ ringLevel L b := by
  have h' : (a : ℝ) ^ 2 ≤ (b : ℝ) ^ 2 := by exact_mod_cast h
  have e : ∀ m : ℤ, ringLevel L m = 2 * π ^ 2 / L ^ 2 * (m : ℝ) ^ 2 := fun m => by
    unfold ringLevel ringK
    ring
  rw [e, e]
  exact mul_le_mul_of_nonneg_left h' (by positivity)

/-- Total energy of the filled shells `-M, ..., M` on a ring of circumference `L ≠ 0`. -/
theorem sum_closed_shells (L : ℝ) (M : ℕ) :
    ∑ m ∈ Finset.Icc (-(M : ℤ)) M, ringLevel L m
      = 2 * π ^ 2 / L ^ 2 * (M * (M + 1) * (2 * M + 1) / 3) := by
  induction M with
  | zero => simp [ringLevel, ringK]
  | succ M ih =>
    have hs : Finset.Icc (-((M + 1 : ℕ) : ℤ)) ((M + 1 : ℕ) : ℤ)
        = insert (-((M : ℤ) + 1)) (insert ((M : ℤ) + 1) (Finset.Icc (-(M : ℤ)) M)) := by
      ext m
      simp only [Finset.mem_insert, Finset.mem_Icc]
      omega
    rw [hs, Finset.sum_insert (by simp only [Finset.mem_insert, Finset.mem_Icc]; omega),
      Finset.sum_insert (by simp only [Finset.mem_Icc]; omega), ih]
    unfold ringLevel ringK
    push_cast
    ring

/-- An odd number `N` of electrons at density `n` on a ring, `nL = N`, has ground-state energy
per electron `(π²n²/6)(1 - 1/N²)`. -/
theorem ring_odd {N : ℕ} {n L : ℝ} (hN : Odd N) (hn : n * L = N) :
    IsGroundEnergyPerElectron (ringLevel L) N (bulkEnergy n * (1 - 1 / (N : ℝ) ^ 2)) := by
  obtain ⟨M, rfl⟩ := hN
  have hL : L ≠ 0 := by
    rintro rfl
    rw [mul_zero] at hn
    have : 0 = 2 * M + 1 := by exact_mod_cast hn
    omega
  have key : bulkEnergy n * (1 - 1 / ((2 * M + 1 : ℕ) : ℝ) ^ 2)
      = (∑ m ∈ Finset.Icc (-(M : ℤ)) M, ringLevel L m) / ((2 * M + 1 : ℕ) : ℝ) := by
    have hM : (2 * (M : ℝ) + 1) ≠ 0 := by positivity
    rw [sum_closed_shells, eq_div_of_mul_eq hL hn, bulkEnergy]
    push_cast
    field_simp
    ring
  rw [key]
  refine aufbau _ _ (ringLevel L M) (by rw [Int.card_Icc]; omega) ?_ ?_
  · intro m hm
    rw [Finset.mem_Icc] at hm
    exact ringLevel_mono L (sq_le_sq' hm.1 hm.2)
  · intro m hm
    rw [Finset.mem_Icc] at hm
    have h : m < -(M : ℤ) ∨ (M : ℤ) < m := by omega
    exact ringLevel_mono L (by rcases h with h | h <;> nlinarith)

/-- A positive even number `N` of electrons at density `n` on a ring, `nL = N`, has ground-state
energy per electron `(π²n²/6)(1 + 2/N²)`. -/
theorem ring_even {N : ℕ} {n L : ℝ} (h0 : 0 < N) (hN : Even N) (hn : n * L = N) :
    IsGroundEnergyPerElectron (ringLevel L) N (bulkEnergy n * (1 + 2 / (N : ℝ) ^ 2)) := by
  obtain ⟨K, rfl⟩ := hN
  obtain ⟨M, rfl⟩ : ∃ M, K = M + 1 := ⟨K - 1, by omega⟩
  have hL : L ≠ 0 := by
    rintro rfl
    rw [mul_zero] at hn
    have : 0 = M + 1 + (M + 1) := by exact_mod_cast hn
    omega
  -- closed shells up to M, and one electron in the next shell
  have hs : Finset.Icc (-(M : ℤ)) (M + 1) = insert ((M : ℤ) + 1) (Finset.Icc (-(M : ℤ)) M) := by
    ext m
    simp only [Finset.mem_insert, Finset.mem_Icc]
    omega
  have key : bulkEnergy n * (1 + 2 / ((M + 1 + (M + 1) : ℕ) : ℝ) ^ 2)
      = (∑ m ∈ Finset.Icc (-(M : ℤ)) (M + 1), ringLevel L m) / ((M + 1 + (M + 1) : ℕ) : ℝ) := by
    have hM : (M : ℝ) + 1 ≠ 0 := by positivity
    have hc : ((M + 1 + (M + 1) : ℕ) : ℝ) = 2 * ((M : ℝ) + 1) := by
      push_cast
      ring
    rw [hs, Finset.sum_insert (by simp only [Finset.mem_Icc]; omega), sum_closed_shells,
      eq_div_of_mul_eq hL hn, hc, bulkEnergy, ringLevel, ringK]
    push_cast
    field_simp
    ring
  rw [key]
  refine aufbau _ _ (ringLevel L (M + 1)) (by rw [Int.card_Icc]; omega) ?_ ?_
  · intro m hm
    rw [Finset.mem_Icc] at hm
    exact ringLevel_mono L (sq_le_sq' (by omega) hm.2)
  · intro m hm
    rw [Finset.mem_Icc] at hm
    have h : m ≤ -((M : ℤ) + 1) ∨ (M : ℤ) + 1 ≤ m := by omega
    exact ringLevel_mono L (by rcases h with h | h <;> nlinarith)

/-- `N > 0` electrons at density `n` between hard walls, `nL = N`, have ground-state energy per
electron `(π²n²/6)(1 + 3/(2N) + 1/(2N²))`. -/
theorem box_ground {N : ℕ} {n L : ℝ} (h0 : 0 < N) (hn : n * L = N) :
    IsGroundEnergyPerElectron (boxLevel L) N
      (bulkEnergy n * (1 + 3 / (2 * (N : ℝ)) + 1 / (2 * (N : ℝ) ^ 2))) := by
  have hN : (N : ℝ) ≠ 0 := by exact_mod_cast h0.ne'
  have hL : L ≠ 0 := by
    rintro rfl
    exact hN (by rw [← hn, mul_zero])
  have e : ∀ j : ℕ, boxLevel L j = π ^ 2 / (2 * L ^ 2) * ((j : ℝ) + 1) ^ 2 := fun j => by
    unfold boxLevel boxK
    ring
  have hmono : ∀ i j : ℕ, i ≤ j → boxLevel L i ≤ boxLevel L j := fun i j hij => by
    rw [e, e]
    gcongr
  have hsum : ∀ K : ℕ, ∑ j ∈ Finset.range K, boxLevel L j
      = π ^ 2 / (2 * L ^ 2) * (K * (K + 1) * (2 * K + 1) / 6) := by
    intro K
    induction K with
    | zero => simp
    | succ K ih =>
      rw [Finset.sum_range_succ, ih, e]
      push_cast
      ring
  have key : bulkEnergy n * (1 + 3 / (2 * (N : ℝ)) + 1 / (2 * (N : ℝ) ^ 2))
      = (∑ j ∈ Finset.range N, boxLevel L j) / N := by
    rw [hsum, eq_div_of_mul_eq hL hn, bulkEnergy]
    field_simp
    ring
  rw [key]
  refine aufbau _ _ (boxLevel L N) (Finset.card_range N) ?_ ?_
  · intro j hj
    exact hmono j N (Finset.mem_range.mp hj).le
  · intro j hj
    exact hmono N j (not_lt.mp fun h => hj (Finset.mem_range.mpr h))

/-- At fixed density `n > 0`, the ring with odd `N` lies below `π²n²/6` by exactly `1/N²` of that
value; the hard-wall cell lies above it, and `N` times its excess tends to `3/2` of that value. -/
theorem finite_size_errors {n : ℝ} (hn : 0 < n) (eRing eBox : ℕ → ℝ)
    (hR : ∀ N : ℕ, Odd N → IsGroundEnergyPerElectron (ringLevel (N / n)) N (eRing N))
    (hB : ∀ N : ℕ, 0 < N → IsGroundEnergyPerElectron (boxLevel (N / n)) N (eBox N)) :
    (∀ N : ℕ, Odd N → eRing N < bulkEnergy n ∧
        (N : ℝ) ^ 2 * (bulkEnergy n - eRing N) = bulkEnergy n) ∧
      (∀ N : ℕ, 0 < N → bulkEnergy n < eBox N) ∧
      Tendsto (fun N : ℕ => (N : ℝ) * (eBox N - bulkEnergy n)) atTop
        (𝓝 (3 / 2 * bulkEnergy n)) := by
  have hb : 0 < bulkEnergy n := by
    unfold bulkEnergy
    positivity
  have hd : ∀ N : ℕ, n * ((N : ℝ) / n) = N := fun N => mul_div_cancel₀ _ hn.ne'
  have box : ∀ N : ℕ, 0 < N → eBox N
      = bulkEnergy n * (1 + 3 / (2 * (N : ℝ)) + 1 / (2 * (N : ℝ) ^ 2)) :=
    fun N h => IsLeast.unique (hB N h) (box_ground h (hd N))
  refine ⟨fun N h => ?_, fun N h => ?_, ?_⟩
  · have hN : (0 : ℝ) < N := by exact_mod_cast h.pos
    have he : eRing N = bulkEnergy n * (1 - 1 / (N : ℝ) ^ 2) :=
      IsLeast.unique (hR N h) (ring_odd h (hd N))
    have hp : 0 < bulkEnergy n * (1 / (N : ℝ) ^ 2) := by positivity
    refine ⟨by rw [he]; linarith, ?_⟩
    have hc : (N : ℝ) ^ 2 * (1 / (N : ℝ) ^ 2) = 1 := mul_one_div_cancel (by positivity)
    rw [he]
    linear_combination bulkEnergy n * hc
  · have hN : (0 : ℝ) < N := by exact_mod_cast h
    have hp : 0 < bulkEnergy n * (3 / (2 * (N : ℝ)) + 1 / (2 * (N : ℝ) ^ 2)) := by positivity
    rw [box N h]
    linarith
  · -- the scaled excess is bulk * (3/2 + 1/(2N))
    have hlim : Tendsto (fun N : ℕ => bulkEnergy n * (3 / 2 + 1 / 2 * (1 / (N : ℝ)))) atTop
        (𝓝 (bulkEnergy n * (3 / 2 + 1 / 2 * 0))) :=
      ((tendsto_one_div_atTop_nhds_zero_nat.const_mul _).const_add _).const_mul _
    have hv : 3 / 2 * bulkEnergy n = bulkEnergy n * (3 / 2 + 1 / 2 * 0) := by ring
    rw [hv]
    refine hlim.congr' ?_
    filter_upwards [eventually_gt_atTop 0] with N h
    have hN : (N : ℝ) ≠ 0 := by exact_mod_cast h.ne'
    rw [box N h]
    field_simp
    ring

end

end FreeElectronsRingAndBox
```

```lean
#print axioms FreeElectronsRingAndBox.box_quantization
-- 'FreeElectronsRingAndBox.box_quantization' depends on axioms: [propext, Classical.choice, Quot.sound]
#print axioms FreeElectronsRingAndBox.ring_odd
-- 'FreeElectronsRingAndBox.ring_odd' depends on axioms: [propext, Classical.choice, Quot.sound]
#print axioms FreeElectronsRingAndBox.ring_even
-- 'FreeElectronsRingAndBox.ring_even' depends on axioms: [propext, Classical.choice, Quot.sound]
#print axioms FreeElectronsRingAndBox.finite_size_errors
-- 'FreeElectronsRingAndBox.finite_size_errors' depends on axioms: [propext, Classical.choice, Quot.sound]
```

## What is guaranteed about the electrons, and by which lemmas

`ringLevel L m` and `boxLevel L j` are the one-electron energies, with `m` an integer and `j` a natural number that counts interior nodes. In `IsGroundEnergyPerElectron`, a `Finset` of `N` labels is an occupation: no label can occur twice, which is the Pauli principle for spinless electrons. `IsLeast` says that the stated energy is attained and that no other occupation gives less. Degenerate levels such as m and −m keep separate labels.

The density enters through `n * L = N`, which for N > 0 also excludes L = 0. In `finite_size_errors`, `eRing` and `eBox` are any functions that return the ground-state energy per electron at L = N/n, the first for odd N and the second for N > 0. For n > 0 the theorem gives the sign of both errors, the exact identity N²(bulk − ring) = bulk for odd N, and the limit 3/2 · bulk for N(walls − bulk). The even ring is treated in `ring_even`.

`kinetic_energy_of_waves` differentiates twice. `ring_quantization` and `box_quantization` obtain the wave numbers from the conditions for exp(z) = 1 and sin(z) = 0; the latter takes k > 0 and starts from the sine, so the wall at x = 0 is already built in.

`aufbau` is the exchange argument: it splits off `F ∩ s`, matches the remaining cardinalities and bounds both remainders by `c`. `sum_closed_shells` is the induction over shells. In `ring_odd`, `ring_even` and `box_ground`, the step `key` turns the closed formula into the sum over filled levels, and `aufbau` then shows that no other filling is lower. For even N the empty level −(M+1) lies exactly at the threshold, which the non-strict inequalities allow. `finite_size_errors` identifies the energies by uniqueness of a least element and takes the limit of 3/2 + 1/(2N).

The minimum runs over occupations of the listed levels. That these waves form a complete set, and that the many-electron Hamiltonian has its ground state among such occupations, is standard physics which the file takes as its model. Electron repulsion, the jellium background, spin, twisted boundary conditions and higher dimensions do not enter, nor do the discretisation and rounding errors of a code.
